# Odd spin polarization along the plane normal in a coplanar magnet with a σy ⊗ V symmetry

Without a symmetry relation between $k$ and $-k$, the spin polarization of a band at one wavevector says nothing about the other, and a small in-plane component in a band calculation could be either physics or a mistake. For nondegenerate levels of a non-interacting model without spin-orbit coupling and with finitely many orbitals per cell, two symmetries settle both questions.

## Two symmetries and their effect on the spin

Let the moments lie in the $xz$ plane, and let $H(k)$ act on $\mathbb C^2\otimes\mathbb C^n$, spin times orbitals or sublattices. Time reversal flips every moment, and a spin rotation by $\pi$ about $y$ flips them back. Without spin-orbit coupling, and in a real orbital basis, the combination is complex conjugation, which gives $\overline{H(k)}=H(-k)$.

Let $\psi$ be normalized and span the eigenspace of $H(k)$ at real energy $E$. Conjugating $H(k)\psi=E\psi$ gives $H(-k)\bar\psi=E\bar\psi$. If also $H(-k)\varphi=E\varphi$, then $H(k)\bar\varphi=E\bar\varphi$, so $\bar\varphi=c\psi$ and $\varphi=\bar c\,\bar\psi$. The level at $-k$ is therefore nondegenerate too.

For a spin matrix $s$, write $S=s\otimes1$ and $\langle s\rangle_\psi=\langle\psi|S|\psi\rangle$. Then
$$\langle s\rangle_{\bar\psi}=\sum_{ij}\psi_iS_{ij}\bar\psi_j=\sum_{ij}\bar\psi_j(S^T)_{ji}\psi_i=\langle s^T\rangle_\psi .$$
Transposition changes the sign of $\sigma_y$ only. A normalized $\varphi$ differs from $\bar\psi$ by a phase, which leaves the means unchanged.

Now let $H(k)$ commute with $U=\sigma_y\otimes V$, $V$ unitary: a spin rotation by $\pi$ about $y$ combined with an orbital operation, such as a sublattice exchange, that restores the moments and leaves $k$ unchanged. Then $U\psi$ has energy $E$, so $U\psi=c\psi$. For $s=\sigma_x,\sigma_z$ we have $\sigma_y^\dagger s\sigma_y=-s$, hence $U^\dagger SU=-S$ and
$$|c|^2\langle s\rangle_\psi=\langle U\psi|S|U\psi\rangle=-\langle s\rangle_\psi,\qquad(|c|^2+1)\langle s\rangle_\psi=0.$$
The in-plane means vanish, and the $y$ mean is odd in $k$. These means are totals over the cell; on a single sublattice the in-plane component can be nonzero.

## A chain with polarization 4/5

With $\tau$ acting on two sublattices, take
$$H(k)=3\sigma_x\tau_z+2\tau_x+2\sin k\,\sigma_y,\qquad V=\tau_x.$$
At $k=\pi/2$ the first term anticommutes with the other two, so $H^2=9+(2\tau_x+2\sigma_y)^2=17+8\sigma_y\tau_x$. In the two-dimensional sector $\sigma_y\tau_x=1$ we have $\tau_x=\sigma_y$, so $H=3\sigma_x\tau_z+4\sigma_y$. It is traceless there with $H^2=25$, giving $\pm5$ once each; the other sector has $H^2=9$. In the level at 5, the mean of $H\sigma_y+\sigma_yH=8$ is $10\langle\sigma_y\rangle$, so $\langle\sigma_y\rangle=4/5$.

## States, spin means and levels in Lean

```lean
import Mathlib

open Matrix
open scoped Kronecker

namespace CoplanarSpinGroup

noncomputable section

variable {n K : Type*} [Fintype n] [DecidableEq n]
```

The type `n` labels the orbitals and `K` the wavevectors; `K` needs only a negation.

```lean
/-- The Pauli matrix x. -/
def σx : Matrix (Fin 2) (Fin 2) ℂ := !![0, 1; 1, 0]

/-- The Pauli matrix y. -/
def σy : Matrix (Fin 2) (Fin 2) ℂ := !![0, -Complex.I; Complex.I, 0]

/-- The Pauli matrix z. -/
def σz : Matrix (Fin 2) (Fin 2) ℂ := !![1, 0; 0, -1]
```

A state is a function on `Fin 2 × n`, with spin up at index 0. Spin means are in units of $\hbar/2$.

```lean
/-- The quadratic form `⟨ψ|s ⊗ 1|ψ⟩`; for normalized `ψ` it is the expectation value of the spin
operator `s ⊗ 1`. -/
def spinMean (s : Matrix (Fin 2) (Fin 2) ℂ) (ψ : Fin 2 × n → ℂ) : ℂ :=
  star ψ ⬝ᵥ ((s ⊗ₖ (1 : Matrix n n ℂ)) *ᵥ ψ)

/-- The values of `spinMean` for the three Pauli matrices; for normalized `ψ` they form the spin
polarization vector. -/
def polarization (ψ : Fin 2 × n → ℂ) : Fin 3 → ℂ :=
  ![spinMean σx ψ, spinMean σy ψ, spinMean σz ψ]
```

`IsLevel` collects normalization, the eigenvalue equation and nondegeneracy. Hermiticity is not assumed in the general theorems; the real type of `E` supplies what they use of it.

```lean
/-- `ψ` is a normalized eigenvector of `A` with real energy `E`, and it spans the eigenspace. -/
def IsLevel {m : Type*} [Fintype m] (A : Matrix m m ℂ) (E : ℝ) (ψ : m → ℂ) : Prop :=
  star ψ ⬝ᵥ ψ = 1 ∧ A *ᵥ ψ = (E : ℂ) • ψ ∧
    ∀ φ, A *ᵥ φ = (E : ℂ) • φ → ∃ c : ℂ, φ = c • ψ
```

## Conjugation and the level at −k

The identity `key` says that conjugation passes through a matrix-vector product. The last case conjugates a competing eigenvector back, as above.

```lean
/-- Complex conjugation carries a nondegenerate level of `A` to a nondegenerate level of the
conjugate matrix, at the same energy. -/
theorem IsLevel.conj {m : Type*} [Fintype m] {A : Matrix m m ℂ} {E : ℝ} {ψ : m → ℂ}
    (h : IsLevel A E ψ) : IsLevel (A.map star) E (star ψ) := by
  have key : ∀ (B : Matrix m m ℂ) (v : m → ℂ), B.map star *ᵥ star v = star (B *ᵥ v) := by
    intro B v
    ext i
    simp [Matrix.mulVec, dotProduct]
  have hE : star (E : ℂ) = E := Complex.conj_ofReal E
  obtain ⟨h1, h2, h3⟩ := h
  refine ⟨?_, ?_, ?_⟩
  · rw [star_star, dotProduct_comm]
    exact h1
  · rw [key, h2, star_smul, hE]
  · intro φ hφ
    -- conjugate back and use nondegeneracy of the original level
    have hA : (A.map star).map star = A := by
      ext i j
      simp
    have h4 := congrArg star hφ
    rw [← key, star_smul, hE, hA] at h4
    obtain ⟨c, hc⟩ := h3 _ h4
    exact ⟨star c, by rw [← star_smul, ← hc, star_star]⟩
```

The next three lemmas give the transpose rule, the sign rule and the factor $|c|^2$.

```lean
/-- The mean of a spin operator in the conjugate state is the mean of its transpose in the
original state. -/
theorem spinMean_star (s : Matrix (Fin 2) (Fin 2) ℂ) (ψ : Fin 2 × n → ℂ) :
    spinMean s (star ψ) = spinMean sᵀ ψ := by
  have h : sᵀ ⊗ₖ (1 : Matrix n n ℂ) = (s ⊗ₖ (1 : Matrix n n ℂ))ᵀ := by
    rw [← Matrix.kroneckerMap_transpose, Matrix.transpose_one]
  unfold spinMean
  rw [h, Matrix.mulVec_transpose, star_star, Matrix.dotProduct_mulVec, dotProduct_comm]

/-- Reversing a spin operator reverses its mean. -/
theorem spinMean_neg (s : Matrix (Fin 2) (Fin 2) ℂ) (ψ : Fin 2 × n → ℂ) :
    spinMean (-s) ψ = -spinMean s ψ := by
  have h : (-s) ⊗ₖ (1 : Matrix n n ℂ) = -(s ⊗ₖ (1 : Matrix n n ℂ)) := by
    ext i j
    simp [Matrix.kroneckerMap_apply]
  unfold spinMean
  rw [h, Matrix.neg_mulVec, dotProduct_neg]

/-- Multiplying the vector `ψ` by `c` multiplies the quadratic form `spinMean s ψ`, which is not
divided by the norm, by the squared modulus of `c`. -/
theorem spinMean_smul (s : Matrix (Fin 2) (Fin 2) ℂ) (c : ℂ) (ψ : Fin 2 × n → ℂ) :
    spinMean s (c • ψ) = star c * c * spinMean s ψ := by
  unfold spinMean
  rw [star_smul, Matrix.mulVec_smul, smul_dotProduct, dotProduct_smul, smul_eq_mul, smul_eq_mul]
  ring
```

In `level_recurs`, `hc` is the statement $|c|^2=1$, obtained from the two normalizations; `tx`, `ty` and `tz` are the Pauli transposes.

```lean
/-- If conj H(k) = H(-k), a nondegenerate level at k recurs at -k, and every normalized state of
that level at -k has the same x and z spin means and the opposite y spin mean. -/
theorem level_recurs [Neg K] (H : K → Matrix (Fin 2 × n) (Fin 2 × n) ℂ)
    (hH : ∀ k, (H k).map star = H (-k)) {k : K} {E : ℝ} {ψ : Fin 2 × n → ℂ}
    (hψ : IsLevel (H k) E ψ) :
    IsLevel (H (-k)) E (star ψ) ∧ ∀ φ, IsLevel (H (-k)) E φ →
      spinMean σx φ = spinMean σx ψ ∧ spinMean σy φ = -spinMean σy ψ ∧
        spinMean σz φ = spinMean σz ψ := by
  have h := hψ.conj
  rw [hH] at h
  refine ⟨h, fun φ hφ => ?_⟩
  obtain ⟨c, rfl⟩ := h.2.2 φ hφ.2.1
  -- both states are normalized, so they differ by a phase
  have hc : star c * c = 1 := by
    have h1 := hφ.1
    rw [star_smul, smul_dotProduct, dotProduct_smul, h.1, smul_eq_mul, smul_eq_mul, mul_one] at h1
    exact h1
  have tx : σxᵀ = σx := by
    ext i j
    fin_cases i <;> fin_cases j <;> simp [σx]
  have ty : σyᵀ = -σy := by
    ext i j
    fin_cases i <;> fin_cases j <;> simp [σy]
  have tz : σzᵀ = σz := by
    ext i j
    fin_cases i <;> fin_cases j <;> simp [σz]
  simp only [spinMean_smul, hc, one_mul, spinMean_star, tx, ty, tz, spinMean_neg, and_self]
```

## Vanishing in-plane components

Here `hM` is $U^\dagger SU=-S$, and `h3` is the equation with the positive factor $|c|^2+1$.

```lean
/-- If `A` commutes with `σy ⊗ V`, `V` unitary, then in a nondegenerate level of `A` the mean of
every spin operator that `σy` reverses is zero. -/
theorem spinMean_eq_zero {A : Matrix (Fin 2 × n) (Fin 2 × n) ℂ} {V : Matrix n n ℂ}
    (hV : V ∈ Matrix.unitaryGroup n ℂ) (hA : A * (σy ⊗ₖ V) = (σy ⊗ₖ V) * A)
    {E : ℝ} {ψ : Fin 2 × n → ℂ} (hψ : IsLevel A E ψ)
    {s : Matrix (Fin 2) (Fin 2) ℂ} (hs : σyᴴ * s * σy = -s) : spinMean s ψ = 0 := by
  -- the symmetry maps the level to itself
  obtain ⟨c, hc⟩ := hψ.2.2 ((σy ⊗ₖ V) *ᵥ ψ) (by
    rw [Matrix.mulVec_mulVec, hA, ← Matrix.mulVec_mulVec, hψ.2.1, Matrix.mulVec_smul])
  have hVV : Vᴴ * V = 1 := Matrix.mem_unitaryGroup_iff'.mp hV
  have hM : (σy ⊗ₖ V)ᴴ * (s ⊗ₖ (1 : Matrix n n ℂ)) * (σy ⊗ₖ V) =
      (-s) ⊗ₖ (1 : Matrix n n ℂ) := by
    rw [Matrix.conjTranspose_kronecker, ← Matrix.mul_kronecker_mul,
      ← Matrix.mul_kronecker_mul, Matrix.mul_one, hVV, hs]
  -- it also reverses the spin operator
  have h1 : spinMean s ((σy ⊗ₖ V) *ᵥ ψ) = -spinMean s ψ := by
    rw [← spinMean_neg]
    unfold spinMean
    rw [← hM, Matrix.star_mulVec, ← Matrix.dotProduct_mulVec]
    simp only [Matrix.mulVec_mulVec, Matrix.mul_assoc]
  rw [hc, spinMean_smul] at h1
  have h2 : (Complex.normSq c : ℂ) = star c * c := Complex.normSq_eq_conj_mul_self
  have h3 : ((Complex.normSq c + 1 : ℝ) : ℂ) * spinMean s ψ = 0 := by
    rw [Complex.ofReal_add, h2, Complex.ofReal_one]
    linear_combination h1
  have h4 : Complex.normSq c + 1 ≠ 0 := by
    have := Complex.normSq_nonneg c
    linarith
  exact (mul_eq_zero.mp h3).resolve_left (Complex.ofReal_ne_zero.mpr h4)
```

The main theorem applies this to $\sigma_x$ and $\sigma_z$, then uses `level_recurs` for the state at $-k$. The commutation is required only at the given `k`. Nondegeneracy matters: for $H=0$ both symmetries hold, yet a state may point along $x$.

```lean
/-- Let conj H(k) = H(-k) for all k, and let H(k) commute with `σy ⊗ V`, `V` unitary. Then a
nondegenerate level at k has zero x and z spin means, and at -k its polarization is reversed. -/
theorem odd_parity_polarization [Neg K] (H : K → Matrix (Fin 2 × n) (Fin 2 × n) ℂ)
    (hH : ∀ k, (H k).map star = H (-k)) {k : K} {V : Matrix n n ℂ}
    (hV : V ∈ Matrix.unitaryGroup n ℂ) (hS : H k * (σy ⊗ₖ V) = (σy ⊗ₖ V) * H k)
    {E : ℝ} {ψ φ : Fin 2 × n → ℂ} (hψ : IsLevel (H k) E ψ) (hφ : IsLevel (H (-k)) E φ) :
    polarization ψ = ![0, spinMean σy ψ, 0] ∧ polarization φ = -polarization ψ := by
  have x0 : spinMean σx ψ = 0 := spinMean_eq_zero hV hS hψ (by
    ext i j
    fin_cases i <;> fin_cases j <;> simp [σx, σy, Matrix.mul_apply, Fin.sum_univ_two])
  have z0 : spinMean σz ψ = 0 := spinMean_eq_zero hV hS hψ (by
    ext i j
    fin_cases i <;> fin_cases j <;> simp [σz, σy, Matrix.mul_apply, Fin.sum_univ_two])
  obtain ⟨hx, hy, hz⟩ := (level_recurs H hH hψ).2 φ hφ
  constructor
  · simp [polarization, x0, z0]
  · simp [polarization, hx, hy, hz, x0, z0]
```

## The chain checked component by component

The spin-dependent hopping is put in by hand, not derived from a magnetic structure. Both tensor factors use the same Pauli matrices, so $\tau_x$ appears as `σx`.

```lean
/-- A two-sublattice chain: a staggered field along x, hopping between the sublattices, and a
spin-dependent hopping odd in k. -/
def chain (k : ℝ) : Matrix (Fin 2 × Fin 2) (Fin 2 × Fin 2) ℂ :=
  (3 : ℂ) • (σx ⊗ₖ σz) + (2 : ℂ) • ((1 : Matrix (Fin 2) (Fin 2) ℂ) ⊗ₖ σx) +
    (2 * (Real.sin k : ℂ)) • (σy ⊗ₖ (1 : Matrix (Fin 2) (Fin 2) ℂ))

/-- A state of the chain, with rows for spin and columns for sublattice. -/
def chainState : Fin 2 × Fin 2 → ℂ := fun p =>
  !![(4 + 3 * Complex.I) / 10, 1 / 2; Complex.I / 2, (4 * Complex.I - 3) / 10] p.1 p.2
```

Instead of squaring $H$, the proof writes out its action in `act`. For uniqueness, three of the component equations express every eigenvector at energy 5 through `φ (0, 1)`, which makes it `2 * φ (0, 1)` times `chainState`.

```lean
/-- At k = π/2 the state `chainState` is a nondegenerate level of the chain with energy 5. -/
theorem chain_level : IsLevel (chain (Real.pi / 2)) 5 chainState := by
  have h5 : ((5 : ℝ) : ℂ) = 5 := by norm_num
  have s00 : chainState (0, 0) = (4 + 3 * Complex.I) / 10 := rfl
  have s01 : chainState (0, 1) = 1 / 2 := rfl
  have s10 : chainState (1, 0) = Complex.I / 2 := rfl
  have s11 : chainState (1, 1) = (4 * Complex.I - 3) / 10 := rfl
  -- the four components of the chain matrix applied to an arbitrary vector
  have act : ∀ φ : Fin 2 × Fin 2 → ℂ,
      (chain (Real.pi / 2) *ᵥ φ) (0, 0) = (3 - 2 * Complex.I) * φ (1, 0) + 2 * φ (0, 1) ∧
      (chain (Real.pi / 2) *ᵥ φ) (0, 1) = -(3 + 2 * Complex.I) * φ (1, 1) + 2 * φ (0, 0) ∧
      (chain (Real.pi / 2) *ᵥ φ) (1, 0) = (3 + 2 * Complex.I) * φ (0, 0) + 2 * φ (1, 1) ∧
      (chain (Real.pi / 2) *ᵥ φ) (1, 1) = (-3 + 2 * Complex.I) * φ (0, 1) + 2 * φ (1, 0) := by
    intro φ
    unfold chain
    rw [Real.sin_pi_div_two]
    refine ⟨?_, ?_, ?_, ?_⟩ <;>
      simp [σx, σy, σz, Matrix.mulVec, dotProduct, Fintype.sum_prod_type, Fin.sum_univ_two,
        Matrix.kroneckerMap_apply] <;> ring
  refine ⟨?_, ?_, ?_⟩
  · simp only [dotProduct, Fintype.sum_prod_type, Fin.sum_univ_two, Pi.star_apply,
      s00, s01, s10, s11]
    apply Complex.ext <;> simp <;> norm_num
  · obtain ⟨a, b, c, d⟩ := act chainState
    refine funext fun p => ?_
    revert p
    simp only [Prod.forall, Fin.forall_fin_two, Pi.smul_apply, smul_eq_mul, h5, a, b, c, d,
      s00, s01, s10, s11]
    refine ⟨⟨?_, ?_⟩, ?_, ?_⟩
    · linear_combination (-1 : ℂ) * Complex.I_sq
    · linear_combination (-4 / 5 : ℂ) * Complex.I_sq
    · linear_combination (3 / 5 : ℂ) * Complex.I_sq
    · ring
  · intro φ h
    obtain ⟨a, b, c, _⟩ := act φ
    rw [h, Pi.smul_apply, smul_eq_mul, h5] at a b c
    -- every component is fixed by the one at spin up, second sublattice
    have hp : φ (0, 0) = (4 + 3 * Complex.I) / 5 * φ (0, 1) := by
      linear_combination (17 - 6 * Complex.I) / 40 * a + (1 - 18 * Complex.I) / 100 * b +
        (39 - 52 * Complex.I) / 200 * c +
        (3 / 10 * φ (1, 0) - 13 / 25 * φ (0, 0) + 9 / 25 * φ (1, 1)) * Complex.I_sq
    have hs : φ (1, 1) = (4 * Complex.I - 3) / 5 * φ (0, 1) := by
      linear_combination (3 - 2 * Complex.I) / 13 * b + 2 * (3 - 2 * Complex.I) / 13 * hp +
        (4 / 13 * φ (1, 1) - 12 / 65 * φ (0, 1)) * Complex.I_sq
    have hr : φ (1, 0) = Complex.I * φ (0, 1) := by
      linear_combination -(3 + 2 * Complex.I) / 13 * a + 5 * (3 + 2 * Complex.I) / 13 * hp +
        (4 / 13 * φ (1, 0) + 6 / 13 * φ (0, 1)) * Complex.I_sq
    refine ⟨2 * φ (0, 1), funext fun p => ?_⟩
    revert p
    simp only [Prod.forall, Fin.forall_fin_two, Pi.smul_apply, smul_eq_mul, s00, s01, s10, s11]
    refine ⟨⟨?_, ?_⟩, ?_, ?_⟩
    · linear_combination hp
    · ring
    · linear_combination hr
    · linear_combination hs
```

The last theorem checks the symmetries entry by entry, except the commutation, which reduces to the staggered field: both of its factors anticommute with those of $\sigma_y\otimes\tau_x$, and the signs cancel. The value $4/5$ shows that the hypotheses do not force the odd polarization to vanish.

```lean
/-- The chain is Hermitian, obeys conj H(k) = H(-k) and commutes with `σy ⊗ σx`, where the second
factor is unitary; its level `chainState` at k = π/2 has y spin mean 4/5. -/
theorem odd_parity_polarization_witness :
    (∀ k, (chain k).IsHermitian) ∧ (∀ k, (chain k).map star = chain (-k)) ∧
    σx ∈ Matrix.unitaryGroup (Fin 2) ℂ ∧
    (∀ k, chain k * (σy ⊗ₖ σx) = (σy ⊗ₖ σx) * chain k) ∧
    IsLevel (chain (Real.pi / 2)) 5 chainState ∧ spinMean σy chainState = 4 / 5 := by
  -- real numerals are their own conjugates
  have c2 : (starRingEnd ℂ) 2 = 2 := by apply Complex.ext <;> simp
  have c3 : (starRingEnd ℂ) 3 = 3 := by apply Complex.ext <;> simp
  have c4 : (starRingEnd ℂ) 4 = 4 := by apply Complex.ext <;> simp
  have c10 : (starRingEnd ℂ) 10 = 10 := by apply Complex.ext <;> simp
  refine ⟨fun k => ?_, fun k => ?_, ?_, fun k => ?_, chain_level, ?_⟩
  · unfold chain Matrix.IsHermitian
    generalize Real.sin k = u
    ext ⟨i, a⟩ ⟨j, b⟩
    fin_cases i <;> fin_cases a <;> fin_cases j <;> fin_cases b <;>
      simp [σx, σy, σz, Matrix.kroneckerMap_apply]
  · unfold chain
    rw [Real.sin_neg]
    generalize Real.sin k = u
    ext ⟨i, a⟩ ⟨j, b⟩
    fin_cases i <;> fin_cases a <;> fin_cases j <;> fin_cases b <;>
      simp [σx, σy, σz, Matrix.kroneckerMap_apply, c2, c3]
  · rw [Matrix.mem_unitaryGroup_iff]
    ext i j
    fin_cases i <;> fin_cases j <;>
      simp [σx, Matrix.star_eq_conjTranspose, Matrix.mul_apply, Fin.sum_univ_two]
  · unfold chain
    simp only [Matrix.add_mul, Matrix.mul_add, Matrix.smul_mul, Matrix.mul_smul,
      ← Matrix.mul_kronecker_mul, Matrix.one_mul, Matrix.mul_one]
    -- only the staggered field needs a check: both factors anticommute
    have h : (σx * σy) ⊗ₖ (σz * σx) = (σy * σx) ⊗ₖ (σx * σz) := by
      ext ⟨i, a⟩ ⟨j, b⟩
      fin_cases i <;> fin_cases a <;> fin_cases j <;> fin_cases b <;>
        simp [σx, σy, σz, Matrix.kroneckerMap_apply]
    rw [h]
  · apply Complex.ext <;>
      simp [c2, c3, c4, c10, spinMean, chainState, σy, Matrix.mulVec, dotProduct, Fintype.sum_prod_type,
        Fin.sum_univ_two, Matrix.kroneckerMap_apply] <;> norm_num

end

end CoplanarSpinGroup
```

```lean
#print axioms CoplanarSpinGroup.odd_parity_polarization
```

```
'CoplanarSpinGroup.odd_parity_polarization' depends on axioms: [propext, Classical.choice, Quot.sound]
```
